# One explicit diffusion step multiplies the alternating field on an even ring by 1 − 4r

The theorem concerns one explicit time step of the discrete diffusion equation, in which a complex field `f` on `ZMod N` becomes f(x) + r(f(x+1) − 2f(x) + f(x−1)). It states that the field equal to 1 on even sites and −1 on odd sites is an eigenvector of this step with eigenvalue 1 − 4r. Here r is any real number and N is any natural number divisible by 2, including N = 0, for which `ZMod N` is the integers and the ring becomes an infinite chain. The attempt first proves that the field changes sign between neighbouring sites, applies this at x and at x − 1, and then seeks the result as a linear combination of the two relations.

An attempt in Lean 4 with a fault in it:

```lean
import Mathlib

open Finset

namespace PeriodicDiffusionStability

noncomputable section

/-- One explicit time step of the diffusion equation on a ring of `N` sites, with mesh ratio `r`. -/
def heatStep {N : ℕ} (r : ℝ) (f : ZMod N → ℂ) : ZMod N → ℂ :=
  fun x => f x + (r : ℂ) * (f (x + 1) - 2 * f x + f (x - 1))

/-- The field on an even ring that is `1` on even sites and `-1` on odd sites. -/
def checkerboard {N : ℕ} (h : 2 ∣ N) : ZMod N → ℂ :=
  fun x => if ZMod.castHom h (ZMod 2) x = 0 then 1 else -1

/-- One time step multiplies the checkerboard field by `1 - 4 r`. -/
theorem heatStep_checkerboard {N : ℕ} (h : 2 ∣ N) (r : ℝ) (x : ZMod N) :
    heatStep r (checkerboard h) x = ((1 - 4 * r : ℝ) : ℂ) * checkerboard h x := by
  -- neighbouring sites carry opposite signs
  have hflip : ∀ y : ZMod N, checkerboard h (y + 1) = -checkerboard h y := by
    intro y
    have hpar : ∀ a : ZMod 2, a + 1 = 0 ↔ ¬ a = 0 := by decide
    simp only [checkerboard, map_add, map_one, hpar]
    by_cases hy : ZMod.castHom h (ZMod 2) y = 0
    · rw [if_neg (not_not.mpr hy), if_pos hy]
    · rw [if_pos hy, if_neg hy, neg_neg]
  have hp := hflip x
  have hm := hflip (x - 1)
  rw [sub_add_cancel] at hm
  simp only [heatStep]
  push_cast
  linear_combination (r : ℂ) * hp - (r : ℂ) * hm

end

end PeriodicDiffusionStability
```

The compiler's answer:

```
Main.lean:33:2: error: ring failed, ring expressions not equal
N : ℕ
h : 2 ∣ N
r : ℝ
x : ZMod N
hflip : ∀ (y : ZMod N), checkerboard h (y + 1) = -checkerboard h y
hp : checkerboard h (x + 1) = -checkerboard h x
hm : checkerboard h x = -checkerboard h (x - 1)
⊢ checkerboard h x * ↑r * 2 + ↑r * checkerboard h (x - 1) * 2 = 0
```

What went wrong. The error says that `ring`, which `linear_combination` calls to check the identity left after the hypotheses are subtracted with their coefficients, could not close the goal. The fault is the sign before `hm`.

Write f for the field. The left side of the goal minus the right is r·f(x+1) + 2r·f(x) + r·f(x−1). Subtracting r times `hp`, which says f(x+1) = −f(x), leaves r·f(x) + r·f(x−1). This is exactly r times the difference of the two sides of `hm`, which says f(x) = −f(x−1), so `hm` is needed with coefficient +r. With −r the remainder is doubled instead of cancelled, which gives the expression 2r·f(x) + 2r·f(x−1) in the message. That expression does vanish by `hm`, but `ring` does not use hypotheses from the context.

The diff changes the minus to a plus, after which everything cancels and `ring` succeeds.

After these edits no error is left:

```diff
@@ -31,5 +31,5 @@
   simp only [heatStep]
   push_cast
-  linear_combination (r : ℂ) * hp - (r : ℂ) * hm
+  linear_combination (r : ℂ) * hp + (r : ℂ) * hm
 
 end
```
